# For positive denominators, the correction for a real level shift gives the unshifted Hylleraas functional at the shifted amplitudes

After a CASPT2 calculation with a real level shift $\varepsilon$, the program takes the second-order energy from the shifted amplitudes and subtracts $\varepsilon(1/w-1)$, where $w$ is the weight of the reference in the normalised first-order wave function. I see why the shift helps with small denominators. What puzzles me is the subtraction. The amplitudes are still the shifted ones, so what kind of energy do I have afterwards? Is it above or below the unshifted second-order energy, and by how much?

## An error of second order in the shift, upwards for positive denominators

You have the Hylleraas functional of the *unshifted* problem, evaluated at the shifted amplitudes. If all unshifted denominators are positive, it lies above the unshifted energy, by an amount that can be written down exactly.

Let $A$ be the matrix of $H_0-E_0$ in an orthonormal basis of the first-order interacting space, and $v$ the vector of couplings to the reference. Assume that $A$ is Hermitian and positive definite, and that $\varepsilon\ge 0$. Write $\langle a,b\rangle=\sum_i \bar a_i b_i$. The calculation solves

$$Ax+\varepsilon x=-v,\qquad x=-(A+\varepsilon)^{-1}v .$$

The inverse exists because $\langle y,(A+\varepsilon)y\rangle=\langle y,Ay\rangle+\varepsilon\|y\|^2>0$ for $y\ne0$. The shifted energy is $\langle v,x\rangle=-\langle v,(A+\varepsilon)^{-1}v\rangle$, which is real. Since $w=1/(1+\|x\|^2)$, the subtracted term is $\varepsilon\|x\|^2$.

**The corrected energy is a Hylleraas value.** Projecting the amplitude equation on $x$ gives $\langle x,Ax\rangle+\varepsilon\|x\|^2=-\langle x,v\rangle$. Taking real parts and rearranging,

$$\langle v,x\rangle-\varepsilon\|x\|^2=2\,\mathrm{Re}\langle v,x\rangle+\langle x,Ax\rangle .$$

**The functional lies above the unshifted energy.** The unshifted Hylleraas functional at trial amplitudes $y$ is $2\,\mathrm{Re}\langle v,y\rangle+\langle y,Ay\rangle$; the right-hand side above is its value at $y=x$. For any $y$, put $d=y+A^{-1}v$. Then

$$\langle d,Ad\rangle=\langle y,Ay\rangle+\langle y,v\rangle+\langle v,y\rangle+\langle v,A^{-1}v\rangle ,$$

so the functional at $y$ equals $-\langle v,A^{-1}v\rangle+\langle d,Ad\rangle$.

**The excess at the shifted amplitudes.** Multiplying the amplitude equation by $A^{-1}$ gives $x+A^{-1}v=-\varepsilon A^{-1}x$. With this as $d$,

$$\langle d,Ad\rangle=\varepsilon^2\langle A^{-1}x,x\rangle=\varepsilon^2\langle x,A^{-1}x\rangle .$$

If $\varepsilon>0$ and $v\ne0$, then $x\ne0$, so both this excess and $\varepsilon\|x\|^2$ are positive. The order is therefore unshifted < corrected < shifted.

A single perturber with $A=1$, $v=1$ and $\varepsilon=0.25$ shows the sizes. Here $x=-0.8$; the unshifted energy is $-1$, the shifted one $-0.8$ and the corrected one $-0.8-0.25\cdot0.64=-0.96$. The remaining error is $0.25^2\cdot0.64=0.04$.

For a nearly vanishing positive denominator, $A^{-1}$ is large and so may be the excess. If the intruder is coupled strongly enough to make the excess large, its own term in the unshifted energy is at least as large in magnitude as its part of the excess.

## What the Lean statements say

`A` is a complex matrix over any finite index type, and `A.PosDef` includes hermiticity. The product `star v ⬝ᵥ y` is $\langle v,y\rangle$, conjugated on the left. Energies are defined as real parts, and `coupling_real` shows that $\langle v,x\rangle$ has no imaginary part. The name `exactEnergy` stands for the unshifted second-order energy, not for an exact eigenvalue.

- `corrected_eq_hylleraas_and_error` states the Hylleraas equality and the excess $\varepsilon^2\langle x,A^{-1}x\rangle$, for $\varepsilon\ge0$.
- `exact_lt_corrected_lt_shifted` states the strict order, for $\varepsilon>0$ and $v\ne0$.
- `correctedEnergy_eq_weight` rewrites the correction as $\varepsilon(1/w-1)$, the form in your question.

Positive definiteness is assumed, not derived from a choice of $H_0$. Physically it says that every zeroth-order state in the interacting space lies above the reference. An intruder below the reference violates it, and the order can then fail: for one perturber with $A=-1$, $v=1$ and $\varepsilon=3$, the unshifted energy is $1$ and the corrected one $-1.25$. The shift multiplies the identity matrix, so the statements are meant for an orthonormal basis; in a non-orthogonal one, the overlap matrix would take the place of the identity. Imaginary shifts are a different problem.

```lean
import Mathlib

open Matrix
open scoped ComplexOrder

namespace RealLevelShift

noncomputable section

variable {n : Type*} [Fintype n] [DecidableEq n]

/-- First-order amplitudes `x = -(A + ε)⁻¹ v` with a real level shift `ε`,
for invertible `A + ε`. -/
def amplitude (A : Matrix n n ℂ) (v : n → ℂ) (ε : ℝ) : n → ℂ :=
  -((A + (ε : ℂ) • (1 : Matrix n n ℂ))⁻¹ *ᵥ v)

/-- The unshifted second-order energy `-⟨v, A⁻¹ v⟩`, for invertible `A`. -/
def exactEnergy (A : Matrix n n ℂ) (v : n → ℂ) : ℝ :=
  -(star v ⬝ᵥ A⁻¹ *ᵥ v).re

/-- The Hylleraas functional `2 Re⟨v, y⟩ + ⟨y, A y⟩` of trial amplitudes `y`. -/
def hylleraas (A : Matrix n n ℂ) (v y : n → ℂ) : ℝ :=
  2 * (star v ⬝ᵥ y).re + (star y ⬝ᵥ A *ᵥ y).re

/-- The shifted second-order energy `Re⟨v, x⟩`, for invertible `A + ε`. -/
def shiftedEnergy (A : Matrix n n ℂ) (v : n → ℂ) (ε : ℝ) : ℝ :=
  (star v ⬝ᵥ amplitude A v ε).re

/-- The Roos-Andersson corrected energy `Re⟨v, x⟩ - ε ‖x‖²`, for invertible `A + ε`. -/
def correctedEnergy (A : Matrix n n ℂ) (v : n → ℂ) (ε : ℝ) : ℝ :=
  shiftedEnergy A v ε - ε * (star (amplitude A v ε) ⬝ᵥ amplitude A v ε).re

/-- Weight `1 / (1 + ‖x‖²)` of a normalised reference in the wave function with
first-order amplitudes `x`. -/
def referenceWeight (x : n → ℂ) : ℝ := 1 / (1 + (star x ⬝ᵥ x).re)

omit [DecidableEq n] in
/-- The real part of a scalar product does not depend on the order of the two vectors. -/
theorem re_overlap_symm (x y : n → ℂ) : (star x ⬝ᵥ y).re = (star y ⬝ᵥ x).re := by
  simp only [dotProduct, Complex.re_sum, Pi.star_apply, Complex.star_def, Complex.mul_re,
    Complex.conj_re, Complex.conj_im]
  exact Finset.sum_congr rfl fun i _ => by ring

omit [Fintype n] in
/-- A non-negative level shift keeps a positive definite `A` positive definite. -/
theorem shifted_posDef {A : Matrix n n ℂ} (hA : A.PosDef) {ε : ℝ} (hε : 0 ≤ ε) :
    (A + (ε : ℂ) • (1 : Matrix n n ℂ)).PosDef := by
  have h : (0 : ℂ) ≤ (ε : ℂ) := by exact_mod_cast hε
  exact hA.add_posSemidef (Matrix.PosSemidef.one.smul h)

/-- For positive definite `A` and `ε ≥ 0` the amplitudes solve the shifted first-order
equation `A x + ε x = -v`. -/
theorem amplitude_equation {A : Matrix n n ℂ} (hA : A.PosDef) (v : n → ℂ) {ε : ℝ}
    (hε : 0 ≤ ε) :
    A *ᵥ amplitude A v ε + (ε : ℂ) • amplitude A v ε = -v := by
  have hu := (shifted_posDef hA hε).det_pos.ne'.isUnit
  have h : (A + (ε : ℂ) • (1 : Matrix n n ℂ)) *ᵥ amplitude A v ε = -v := by
    rw [amplitude, Matrix.mulVec_neg, Matrix.mulVec_mulVec, Matrix.mul_nonsing_inv _ hu,
      Matrix.one_mulVec]
  rwa [Matrix.add_mulVec, Matrix.smul_mulVec, Matrix.one_mulVec] at h

/-- For positive definite `A` and `ε ≥ 0` the scalar product `⟨v, x⟩` of the couplings
with the shifted amplitudes is real. -/
theorem coupling_real {A : Matrix n n ℂ} (hA : A.PosDef) (v : n → ℂ) {ε : ℝ}
    (hε : 0 ≤ ε) : (star v ⬝ᵥ amplitude A v ε).im = 0 := by
  have h := (shifted_posDef hA hε).inv.posSemidef.dotProduct_mulVec_nonneg v
  have him := (Complex.le_def.1 h).2
  rw [amplitude, dotProduct_neg, Complex.neg_im, ← him, Complex.zero_im, neg_zero]

/-- The correction in terms of the reference weight `w`: the corrected energy is the
shifted energy minus `ε (1/w - 1)`. -/
theorem correctedEnergy_eq_weight (A : Matrix n n ℂ) (v : n → ℂ) (ε : ℝ) :
    correctedEnergy A v ε =
      shiftedEnergy A v ε - ε * (1 / referenceWeight (amplitude A v ε) - 1) := by
  rw [correctedEnergy, referenceWeight, one_div_one_div, add_sub_cancel_left]

/-- For positive definite `A`, the Hylleraas functional at any trial `y` is the unshifted
energy plus the quadratic form of `A` in the amplitude error `y + A⁻¹ v`. -/
theorem hylleraas_eq_exact_add {A : Matrix n n ℂ} (hA : A.PosDef) (v y : n → ℂ) :
    hylleraas A v y = exactEnergy A v +
      (star (y + A⁻¹ *ᵥ v) ⬝ᵥ A *ᵥ (y + A⁻¹ *ᵥ v)).re := by
  have hu : A *ᵥ (A⁻¹ *ᵥ v) = v := by
    rw [Matrix.mulVec_mulVec, Matrix.mul_nonsing_inv _ hA.det_pos.ne'.isUnit,
      Matrix.one_mulVec]
  -- hermiticity moves `A` to the left factor
  have h1 : star (A⁻¹ *ᵥ v) ⬝ᵥ A *ᵥ y = star v ⬝ᵥ y := by
    have h2 : star (A *ᵥ (A⁻¹ *ᵥ v)) ⬝ᵥ y = star (A⁻¹ *ᵥ v) ⬝ᵥ A *ᵥ y := by
      rw [Matrix.star_mulVec A, hA.isHermitian.eq, Matrix.dotProduct_mulVec]
    rw [← h2, hu]
  rw [hylleraas, exactEnergy, Matrix.mulVec_add, hu, star_add, add_dotProduct,
    dotProduct_add, dotProduct_add, h1]
  simp only [Complex.add_re]
  linarith [re_overlap_symm y v, re_overlap_symm (A⁻¹ *ᵥ v) v]

/-- For positive definite `A` and `ε ≥ 0`, the Roos-Andersson corrected energy is the
Hylleraas value at the shifted amplitudes `x`, and it exceeds the unshifted energy by
exactly `ε² ⟨x, A⁻¹ x⟩`. -/
theorem corrected_eq_hylleraas_and_error {A : Matrix n n ℂ} (hA : A.PosDef) (v : n → ℂ)
    {ε : ℝ} (hε : 0 ≤ ε) :
    correctedEnergy A v ε = hylleraas A v (amplitude A v ε) ∧
    correctedEnergy A v ε - exactEnergy A v =
      ε ^ 2 * (star (amplitude A v ε) ⬝ᵥ A⁻¹ *ᵥ amplitude A v ε).re := by
  have heq := amplitude_equation hA v hε
  have hdet := hA.det_pos.ne'.isUnit
  -- project the amplitude equation on `x`
  have hH : correctedEnergy A v ε = hylleraas A v (amplitude A v ε) := by
    have h := congrArg (fun w => (star (amplitude A v ε) ⬝ᵥ w).re) heq
    simp only [dotProduct_add, dotProduct_smul, dotProduct_neg, smul_eq_mul,
      Complex.add_re, Complex.neg_re, Complex.re_ofReal_mul] at h
    rw [correctedEnergy, shiftedEnergy, hylleraas]
    linarith [re_overlap_symm (amplitude A v ε) v]
  refine ⟨hH, ?_⟩
  rw [hH, hylleraas_eq_exact_add hA, add_sub_cancel_left]
  generalize amplitude A v ε = x at heq ⊢
  -- the amplitude error is `-ε A⁻¹ x`
  have hd : x + A⁻¹ *ᵥ v = -((ε : ℂ) • (A⁻¹ *ᵥ x)) := by
    have h := congrArg (fun w => A⁻¹ *ᵥ w) heq
    simp only [Matrix.mulVec_add, Matrix.mulVec_smul, Matrix.mulVec_neg,
      Matrix.mulVec_mulVec, Matrix.nonsing_inv_mul _ hdet, Matrix.one_mulVec] at h
    linear_combination (norm := module) h
  have hx : A *ᵥ (A⁻¹ *ᵥ x) = x := by
    rw [Matrix.mulVec_mulVec, Matrix.mul_nonsing_inv _ hdet, Matrix.one_mulVec]
  rw [hd, Matrix.mulVec_neg, Matrix.mulVec_smul, hx]
  simp only [star_neg, star_smul, neg_dotProduct, dotProduct_neg,
    smul_dotProduct, dotProduct_smul, smul_eq_mul, Complex.star_def, Complex.conj_ofReal,
    Complex.neg_re, Complex.re_ofReal_mul]
  rw [re_overlap_symm (A⁻¹ *ᵥ x) x]
  ring

/-- For positive definite `A`, `ε > 0` and non-zero coupling `v`, the corrected energy lies
strictly between the unshifted energy below and the shifted energy above. -/
theorem exact_lt_corrected_lt_shifted {A : Matrix n n ℂ} (hA : A.PosDef) {v : n → ℂ}
    (hv : v ≠ 0) {ε : ℝ} (hε : 0 < ε) :
    exactEnergy A v < correctedEnergy A v ε ∧
    correctedEnergy A v ε < shiftedEnergy A v ε := by
  -- vanishing amplitudes would force a vanishing coupling
  have hx : amplitude A v ε ≠ 0 := by
    intro h0
    have h := amplitude_equation hA v hε.le
    rw [h0, Matrix.mulVec_zero, smul_zero, add_zero] at h
    exact hv (neg_eq_zero.1 h.symm)
  have h1 : 0 < (star (amplitude A v ε) ⬝ᵥ A⁻¹ *ᵥ amplitude A v ε).re :=
    (Complex.lt_def.1 (hA.inv.dotProduct_mulVec_pos hx)).1
  have h2 : 0 < (star (amplitude A v ε) ⬝ᵥ amplitude A v ε).re := by
    have h := (Matrix.PosDef.one (n := n) (R := ℂ)).dotProduct_mulVec_pos hx
    rw [Matrix.one_mulVec] at h
    exact (Complex.lt_def.1 h).1
  constructor
  · have h := (corrected_eq_hylleraas_and_error hA v hε.le).2
    linarith [mul_pos (pow_pos hε 2) h1]
  · rw [correctedEnergy]
    linarith [mul_pos hε h2]

end

end RealLevelShift
```

```lean
#print axioms RealLevelShift.coupling_real
#print axioms RealLevelShift.correctedEnergy_eq_weight
#print axioms RealLevelShift.corrected_eq_hylleraas_and_error
#print axioms RealLevelShift.exact_lt_corrected_lt_shifted
```

```
'RealLevelShift.coupling_real' depends on axioms: [propext, Classical.choice, Quot.sound]
'RealLevelShift.correctedEnergy_eq_weight' depends on axioms: [propext, Classical.choice, Quot.sound]
'RealLevelShift.corrected_eq_hylleraas_and_error' depends on axioms: [propext, Classical.choice, Quot.sound]
'RealLevelShift.exact_lt_corrected_lt_shifted' depends on axioms: [propext, Classical.choice, Quot.sound]
```

## From the amplitude equation to the energies

`re_overlap_symm` supplies $\mathrm{Re}\langle x,y\rangle=\mathrm{Re}\langle y,x\rangle$, component by component. `shifted_posDef` adds the positive semidefinite matrix $\varepsilon 1$ to $A$. `amplitude_equation` then gets an invertible determinant from `det_pos` and cancels the inverse. For `coupling_real`, the inverse of $A+\varepsilon$ has a non-negative quadratic form; in the order on complex numbers, $0\le z$ includes the statement that $z$ is real.

`hylleraas_eq_exact_add` completes the square. Its step `h1` uses hermiticity to turn $\langle A^{-1}v,Ay\rangle$ into $\langle v,y\rangle$, and `linarith` collects the real parts.

In the main theorem, the two manipulations of the amplitude equation are both done with `congrArg`, which applies a chosen function to the two sides of an equality. The `w` in these functions is a vector variable, not the reference weight. With `fun w => (star (amplitude A v ε) ⬝ᵥ w).re`, the vector equation `heq` becomes its real projection on $x$, and the Hylleraas equality follows by linear arithmetic. With `fun w => A⁻¹ *ᵥ w`, the same `heq` becomes $x+\varepsilon A^{-1}x=-A^{-1}v$. In each case `simp only` distributes the function over the sum. Before the second use, `generalize` replaces the explicit amplitudes by a plain vector `x`, so the rest of the argument knows them only through the equation they solve. The rearrangement to $-\varepsilon A^{-1}x$ is left to `linear_combination (norm := module) h`, where `module` handles scalar multiples of vectors.

The last theorem first shows $x\ne0$, since $x=0$ in the amplitude equation would give $v=0$. Positivity of $A^{-1}$ and of the identity then makes $\langle x,A^{-1}x\rangle$ and $\|x\|^2$ positive, which gives the two inequalities.
